# In a one-band tight-binding ring, periodic core-hole images lower the exciton level

When core-exciton energies from finite supercells are extrapolated to infinite size, it helps to know from which side the values approach the limit. For one non-interacting electron on a chain with a one-site attractive core hole, computed at the Γ point with the band minimum there, they approach it from below. With hopping −t, core-hole potential −U and t, U > 0, the lowest level E of the N-site periodic ring satisfies, for every N ≥ 1,

E < −√(4t² + U²),

where the right-hand side is the energy of the exciton bound in the infinite chain. The error decays at least exponentially in N.

## One Hamiltonian for ring and chain

On real amplitudes ψ,

(Hψ)(j) = −t[ψ(j+1) + ψ(j−1)] − U δ(j,0) ψ(j).

In `hamiltonian`, the site type `ZMod N` gives the ring and `ℤ` the infinite chain. The set `levels` contains the eigenvalues that have a nonzero eigenvector. Energies are measured from the on-site energy of an ordinary site. For N = 1 and 2 some neighbours coincide, as they do in a Γ-point supercell.

The exciton is an electron in a fixed potential. Long-range Coulomb attraction, core-hole relaxation and k-point sampling are absent, so the sign of the error is settled for this model only.

In Lean 4 with Mathlib:

```lean
import Mathlib

open Set

namespace CoreExcitonSupercell

noncomputable section

/-- Tight-binding Hamiltonian with hopping `-t` between neighbouring sites and core-hole potential
`-U` on site `0`. Sites in `ℤ` give the infinite chain, sites in `ZMod N` with `N ≥ 1` the ring. -/
def hamiltonian {G : Type*} [Ring G] [DecidableEq G] (t U : ℝ) (ψ : G → ℝ) (j : G) : ℝ :=
  -t * (ψ (j + 1) + ψ (j - 1)) - (if j = 0 then U else 0) * ψ j

/-- The energy levels of the periodic supercell with `N ≥ 1` sites. -/
def levels (N : ℕ) (t U : ℝ) : Set ℝ :=
  {E | ∃ ψ : ZMod N → ℝ, ψ ≠ 0 ∧ ∀ j, hamiltonian t U ψ j = E * ψ j}

/-- For `N ≥ 1` and `0 < x < 1`, a tail decaying by a factor `x` per site from the core hole, plus
the tail from its next periodic image. -/
def imageState (N : ℕ) (x : ℝ) (j : ZMod N) : ℝ := x ^ j.val + x ^ (N - j.val)

/-- Decay factor per site of the exciton in the infinite chain, for `t, U > 0`. -/
def decay (t U : ℝ) : ℝ := (Real.sqrt (4 * t ^ 2 + U ^ 2) - U) / (2 * t)
```

## Hopping that favours a nodeless state: t > 0

Positive t puts the band minimum at zero wavevector. By hand, this sign identifies the ground state. Let ψ > 0 have energy E, let φ be any eigenstate with energy E′, and let r be the largest value of |φ(j)|/ψ(j), reached at m. Choose the sign of φ so that φ(m) = rψ(m). With V the core-hole strength at m (U or 0),

E′rψ(m) = −t[φ(m+1) + φ(m−1)] − Vrψ(m)
≥ −tr[ψ(m+1) + ψ(m−1)] − Vrψ(m) = Erψ(m),

so E′ ≥ E. The proof takes m from `Finite.exists_max` and treats the two signs of φ(m) separately. This step needs only t ≥ 0.

At t = 0 the ring's lowest level is −U, and the strict inequality becomes an equality. For t = −1, U = 1, N = 3 the lowest level is −√3, above −√5.

```lean
/-- For `t ≥ 0`, an eigenstate of the ring with strictly positive amplitudes belongs to the
lowest level. -/
theorem positive_state_is_lowest {N : ℕ} [NeZero N] {t U E : ℝ} (ht : 0 ≤ t)
    {ψ : ZMod N → ℝ} (hpos : ∀ j, 0 < ψ j) (hψ : ∀ j, hamiltonian t U ψ j = E * ψ j) :
    IsLeast (levels N t U) E := by
  refine ⟨⟨ψ, fun h => (hpos 0).ne' (congrFun h 0), hψ⟩, ?_⟩
  rintro E' ⟨φ, hφ0, hφ⟩
  -- compare the two states at the site where |φ|/ψ is largest
  obtain ⟨m, hm⟩ := Finite.exists_max (fun j => |φ j| / ψ j)
  obtain ⟨r, hrdef⟩ : ∃ r, r = |φ m| / ψ m := ⟨_, rfl⟩
  have hb : ∀ j, |φ j| ≤ r * ψ j := fun j => by
    have h : |φ j| / ψ j ≤ r := by rw [hrdef]; exact hm j
    exact (div_le_iff₀ (hpos j)).1 h
  have hr : |φ m| = r * ψ m := by rw [hrdef, div_mul_cancel₀ _ (hpos m).ne']
  have hr0 : 0 < r := by
    obtain ⟨k, hk⟩ := Function.ne_iff.1 hφ0
    have hk' : 0 < |φ k| := abs_pos.2 hk
    by_contra h
    nlinarith [hb k, mul_nonneg (neg_nonneg.2 (not_lt.1 h)) (hpos k).le]
  have e1 := hφ m
  have e2 := hψ m
  simp only [hamiltonian] at e1 e2
  generalize (if m = 0 then U else 0) = V at e1 e2
  have b1 := abs_le.1 (hb (m + 1))
  have b2 := abs_le.1 (hb (m - 1))
  have e3 : E * (r * ψ m) = -(t * (r * ψ (m + 1) + r * ψ (m - 1))) - V * (r * ψ m) := by
    linear_combination (-r) * e2
  refine le_of_mul_le_mul_right ?_ (mul_pos hr0 (hpos m))
  rcases le_total 0 (φ m) with h | h
  · rw [abs_of_nonneg h] at hr
    have k := mul_le_mul_of_nonneg_left (add_le_add b1.2 b2.2) ht
    rw [← hr] at e3 ⊢
    linarith
  · rw [abs_of_nonpos h] at hr
    have k := mul_le_mul_of_nonneg_left (add_le_add b1.1 b2.1) ht
    rw [← hr] at e3 ⊢
    linarith
```

## A closed ring with at least one site: `NeZero N`

Periodicity adds the tail of the next image to the exciton's own tail. Try

ψ(j) = xʲ + xᴺ⁻ʲ, 0 ≤ j < N, 0 < x < 1.

Away from the core hole, ψ(j+1) + ψ(j−1) = (x + 1/x)ψ(j), so the energy is −t(x + 1/x). At j = 0 both neighbours have amplitude x + xᴺ⁻¹, which requires

t(x + 1/x)(1 + xᴺ) − 2t(x + xᴺ⁻¹) = U(1 + xᴺ).

Multiplying by x and collecting terms gives the matching condition

t(1 − x²)(1 − xᴺ) = Ux(1 + xᴺ).

The squared norm of this state is (1 + x²)(1 − x²ᴺ)/(1 − x²) + 2Nxᴺ; dividing ψ by its square root normalises it.

`imageState_natCast` handles the wrap-around at site N, and `imageState_eigen` checks the two cases above with `linear_combination`.

For N = 0, `ZMod 0` is the infinite chain. Without a normalisability condition every real E would then be a level when t > 0, and there would be no lowest one.

```lean
/-- At distances `k` and `l` from the core hole and its next image, with `k + l = N`, the
amplitude is `x ^ k + x ^ l`. -/
theorem imageState_natCast {N k l : ℕ} [NeZero N] (x : ℝ) (h : k + l = N) :
    imageState N x (k : ZMod N) = x ^ k + x ^ l := by
  have hl : N - k = l := by omega
  rcases Nat.lt_or_ge k N with hk | hk
  · rw [imageState, ZMod.val_natCast_of_lt hk, hl]
  · have hkN : k = N := by omega
    have hl0 : l = 0 := by omega
    rw [imageState, hkN, hl0, ZMod.natCast_self, ZMod.val_zero]
    simp [add_comm]

/-- If `x ≠ 0` meets the matching condition at the core hole, the image state solves the eigenvalue
equation of the ring at energy `-t (x + 1/x)`. -/
theorem imageState_eigen {N : ℕ} [NeZero N] {t U x : ℝ} (hx : x ≠ 0)
    (hq : t * (1 - x ^ 2) * (1 - x ^ N) = U * x * (1 + x ^ N)) (j : ZMod N) :
    hamiltonian t U (imageState N x) j = -(t * (x + x⁻¹)) * imageState N x j := by
  have hxy : x * x⁻¹ = 1 := mul_inv_cancel₀ hx
  generalize x⁻¹ = y at hxy ⊢
  obtain ⟨k, hk, rfl⟩ : ∃ k : ℕ, k < N ∧ (k : ZMod N) = j :=
    ⟨j.val, ZMod.val_lt j, ZMod.natCast_zmod_val j⟩
  have hp : (k : ZMod N) + 1 = ((k + 1 : ℕ) : ZMod N) := (Nat.cast_succ k).symm
  rcases Nat.eq_zero_or_pos k with rfl | h0
  · -- the core-hole site
    obtain ⟨M, hM⟩ : ∃ M, M + 1 = N := ⟨N - 1, by omega⟩
    have hm : ((0 : ℕ) : ZMod N) - 1 = (M : ZMod N) := by
      have h : ((M + 1 : ℕ) : ZMod N) = 0 := by rw [hM, ZMod.natCast_self]
      push_cast at h
      rw [Nat.cast_zero]
      linear_combination -h
    have s0 := imageState_natCast (N := N) (k := 0) (l := M + 1) x (by omega)
    have s1 := imageState_natCast (N := N) (k := 0 + 1) (l := M) x (by omega)
    have s2 := imageState_natCast (N := N) (k := M) (l := 1) x (by omega)
    rw [hamiltonian, hp, hm, if_pos Nat.cast_zero, s0, s1, s2]
    rw [← hM] at hq
    linear_combination y * hq +
      (t * (x - x ^ 2 * x ^ M + 2 * x ^ M) + U * (1 + x * x ^ M)) * hxy
  · -- all other sites
    have hne : (k : ZMod N) ≠ 0 := fun h => by
      have h' := congrArg ZMod.val h
      rw [ZMod.val_natCast_of_lt hk, ZMod.val_zero] at h'
      omega
    obtain ⟨a, rfl⟩ : ∃ a, k = a + 1 := ⟨k - 1, by omega⟩
    obtain ⟨b, hb⟩ : ∃ b, a + b + 2 = N := ⟨N - a - 2, by omega⟩
    have hm : ((a + 1 : ℕ) : ZMod N) - 1 = (a : ZMod N) := by push_cast; ring
    have s0 := imageState_natCast (N := N) (k := a + 1) (l := b + 1) x (by omega)
    have s1 := imageState_natCast (N := N) (k := a + 1 + 1) (l := b) x (by omega)
    have s2 := imageState_natCast (N := N) (k := a) (l := b + 2) x (by omega)
    rw [hamiltonian, hp, hm, if_neg hne, s0, s1, s2]
    linear_combination t * (x ^ a + x ^ b) * hxy
```

## An attractive core hole: U > 0

The hole must pull the electron in. By hand, this gives the matching condition a root: the difference

Ux(1 + xᴺ) − t(1 − x²)(1 − xᴺ)

is −t < 0 at x = 0 and 2U > 0 at x = 1. `supercell_ground_level` applies the intermediate value theorem, then the positivity result above, so a lowest level exists.

The same sign binds the isolated exciton. For amplitudes q^|n|, the equations away from and at the hole are

E∞ = −t(q + 1/q), E∞ = −2tq − U.

Equating them gives tq² + Uq − t = 0, hence

q = [√(4t² + U²) − U]/(2t), E∞ = −√(4t² + U²).

U > 0 makes q < 1, so the state is square-summable; its normalised amplitudes are √((1−q²)/(1+q²)) q^|n|. `decay_spec` proves the algebra, and `infinite_chain_exciton` checks n < 0, n = 0 and n > 0.

With t > 0, U = 0 gives −2t on both sides. For U < 0 the ring's lowest level is at least −2t, so it lies above −√(4t² + U²), which is then no longer a bound-state energy of the infinite chain.

```lean
/-- For `t, U > 0` the lowest level of the ring is `-t (x + 1/x)`, where `x` in `(0, 1)` solves
the matching condition at the core hole. -/
theorem supercell_ground_level (N : ℕ) [NeZero N] {t U : ℝ} (ht : 0 < t) (hU : 0 < U) :
    ∃ x : ℝ, 0 < x ∧ x < 1 ∧ t * (1 - x ^ 2) * (1 - x ^ N) = U * x * (1 + x ^ N) ∧
      IsLeast (levels N t U) (-(t * (x + x⁻¹))) := by
  have hN : N ≠ 0 := NeZero.ne N
  have hc : ContinuousOn
      (fun x : ℝ => U * x * (1 + x ^ N) - t * (1 - x ^ 2) * (1 - x ^ N)) (Icc 0 1) := by
    fun_prop
  -- the mismatch changes sign between x = 0 and x = 1
  obtain ⟨x, hx, h⟩ := intermediate_value_Icc zero_le_one hc (show (0 : ℝ) ∈ Icc _ _ from by
    constructor
    · show U * 0 * (1 + 0 ^ N) - t * (1 - 0 ^ 2) * (1 - 0 ^ N) ≤ 0
      rw [zero_pow hN]
      linarith
    · show 0 ≤ U * 1 * (1 + 1 ^ N) - t * (1 - 1 ^ 2) * (1 - 1 ^ N)
      simp only [one_pow]
      linarith)
  have h' : U * x * (1 + x ^ N) - t * (1 - x ^ 2) * (1 - x ^ N) = 0 := h
  have hx0 : 0 < x := lt_of_le_of_ne hx.1 (by
    rintro rfl
    rw [zero_pow hN] at h'
    linarith)
  have hx1 : x < 1 := lt_of_le_of_ne hx.2 (by
    rintro rfl
    simp only [one_pow] at h'
    linarith)
  have hq : t * (1 - x ^ 2) * (1 - x ^ N) = U * x * (1 + x ^ N) := by linarith
  exact ⟨x, hx0, hx1, hq, positive_state_is_lowest ht.le
    (fun j => by unfold imageState; positivity) (imageState_eigen hx0.ne' hq)⟩

/-- For `t, U > 0` the decay factor `q` lies in `(0, 1)` and solves the infinite-chain equations
at the core hole and away from it, at energy `-√(4t² + U²)`. -/
theorem decay_spec {t U : ℝ} (ht : 0 < t) (hU : 0 < U) :
    0 < decay t U ∧ decay t U < 1 ∧
      2 * t * decay t U = Real.sqrt (4 * t ^ 2 + U ^ 2) - U ∧
      t * (1 + decay t U ^ 2) = Real.sqrt (4 * t ^ 2 + U ^ 2) * decay t U := by
  have hs : Real.sqrt (4 * t ^ 2 + U ^ 2) ^ 2 = 4 * t ^ 2 + U ^ 2 :=
    Real.sq_sqrt (by positivity)
  have hq : 2 * t * decay t U = Real.sqrt (4 * t ^ 2 + U ^ 2) - U := by
    unfold decay
    exact mul_div_cancel₀ _ (by positivity)
  have hs0 := Real.sqrt_nonneg (4 * t ^ 2 + U ^ 2)
  generalize Real.sqrt (4 * t ^ 2 + U ^ 2) = s at hs hq hs0 ⊢
  generalize decay t U = q at hq ⊢
  have h1 : U < s := lt_of_pow_lt_pow_left₀ 2 hs0 (by nlinarith [mul_pos ht ht])
  have h2 : s < U + 2 * t :=
    lt_of_pow_lt_pow_left₀ 2 (by positivity) (by nlinarith [mul_pos ht hU])
  refine ⟨by by_contra h; nlinarith, by by_contra h; nlinarith, hq, ?_⟩
  refine mul_left_cancel₀ (show 4 * t ≠ 0 by positivity) ?_
  linear_combination (2 * t * q - s - U) * hq - hs

/-- For `t, U > 0` the infinite chain has a positive, square-summable exciton state, decaying
exponentially from the core hole, with energy `-√(4t² + U²)`. -/
theorem infinite_chain_exciton {t U : ℝ} (ht : 0 < t) (hU : 0 < U) :
    (∀ n : ℤ, 0 < decay t U ^ n.natAbs) ∧
    Summable (fun n : ℤ => (decay t U ^ n.natAbs) ^ 2) ∧
    ∀ n : ℤ, hamiltonian t U (fun m : ℤ => decay t U ^ m.natAbs) n =
      -Real.sqrt (4 * t ^ 2 + U ^ 2) * decay t U ^ n.natAbs := by
  obtain ⟨h0, h1, h2, h3⟩ := decay_spec ht hU
  generalize decay t U = q at h0 h1 h2 h3 ⊢
  refine ⟨fun n => pow_pos h0 _, ?_, fun n => ?_⟩
  · have g : Summable (fun n : ℕ => (q ^ n) ^ 2) := by
      have e : (fun n : ℕ => (q ^ n) ^ 2) = fun n => (q ^ 2) ^ n := by funext n; ring
      rw [e]
      exact summable_geometric_of_lt_one (sq_nonneg q) (by nlinarith)
    exact Summable.of_nat_of_neg (by simpa only [Int.natAbs_natCast] using g)
      (by simpa only [Int.natAbs_neg, Int.natAbs_natCast] using g)
  · rcases lt_trichotomy n 0 with h | rfl | h
    · obtain ⟨a, ha⟩ : ∃ a : ℕ, n = -((a : ℤ) + 1) := ⟨(-n - 1).toNat, by omega⟩
      have e0 : n.natAbs = a + 1 := by omega
      have e1 : (n + 1).natAbs = a := by omega
      have e2 : (n - 1).natAbs = a + 2 := by omega
      simp only [hamiltonian, e0, e1, e2, if_neg h.ne]
      linear_combination (-q ^ a) * h3
    · have e1 : ((0 : ℤ) + 1).natAbs = 1 := rfl
      have e2 : ((0 : ℤ) - 1).natAbs = 1 := rfl
      simp only [hamiltonian, e1, e2, Int.natAbs_zero, ↓reduceIte]
      linear_combination -h2
    · obtain ⟨a, ha⟩ : ∃ a : ℕ, n = (a : ℤ) + 1 := ⟨(n - 1).toNat, by omega⟩
      have e0 : n.natAbs = a + 1 := by omega
      have e1 : (n + 1).natAbs = a + 2 := by omega
      have e2 : (n - 1).natAbs = a := by omega
      simp only [hamiltonian, e0, e1, e2, if_neg h.ne']
      linear_combination (-q ^ a) * h3
```

## The level must be the lowest: `IsLeast (levels N t U) E`

This hypothesis selects the bound exciton among the ring's levels. By uniqueness of the minimum (`hE.unique hl`), E = −t(x + 1/x). Define an effective core-hole strength κ = t(1/x − x). Dividing the matching condition by x gives κ(1 − xᴺ) = U(1 + xᴺ), so

(κ − U)(1 − xᴺ) = 2Uxᴺ > 0.

Thus κ > U, which is `image_enhancement`. Since

E² = t²(x + 1/x)² = 4t² + κ²,

E = −√(4t² + κ²) < −√(4t² + U²). This is `supercell_level_too_low`.

For the size of the error, κ > U gives tx² + Ux < t = tq² + Uq, hence x < q. Then

E∞ − E = (κ² − U²)/(√(4t² + κ²) + √(4t² + U²))
≤ κ − U = 2Uxᴺ/(1 − xᴺ) ≤ 2Uqᴺ/(1 − qᴺ).

In `supercell_error_bound`, `hxq` compares the decay factors (as x ≤ q), `hd` bounds the energy difference by κ − U, and the `calc` block inserts q.

For a higher level the inequality can fail: at N = 3 the state (0, 1, −1) has energy t > 0.

```lean
/-- For `U > 0` and `x` in `(0, 1)` meeting the matching condition, the effective core-hole
strength `κ = t (1/x - x)` exceeds `U`, and `(κ - U)(1 - x ^ N) = 2 U x ^ N`. -/
theorem image_enhancement {N : ℕ} [NeZero N] {t U x : ℝ} (hU : 0 < U) (hx0 : 0 < x)
    (hx1 : x < 1) (hq : t * (1 - x ^ 2) * (1 - x ^ N) = U * x * (1 + x ^ N)) :
    U < t * (x⁻¹ - x) ∧ (t * (x⁻¹ - x) - U) * (1 - x ^ N) = 2 * U * x ^ N := by
  have hxy : x * x⁻¹ = 1 := mul_inv_cancel₀ hx0.ne'
  generalize x⁻¹ = y at hxy ⊢
  have hX : x ^ N < 1 := pow_lt_one₀ hx0.le hx1 (NeZero.ne N)
  have hk : (t * (y - x) - U) * (1 - x ^ N) = 2 * U * x ^ N := by
    linear_combination y * hq + (t * x * (1 - x ^ N) + U * (1 + x ^ N)) * hxy
  refine ⟨?_, hk⟩
  by_contra h
  nlinarith [mul_nonneg (sub_nonneg.2 (not_lt.1 h)) (sub_pos.2 hX).le,
    mul_pos hU (pow_pos hx0 N)]

/-- For `t, U > 0` the lowest level of the periodic ring lies strictly below `-√(4t² + U²)`, for
every number of sites `N ≥ 1`. -/
theorem supercell_level_too_low {N : ℕ} [NeZero N] {t U E : ℝ} (ht : 0 < t) (hU : 0 < U)
    (hE : IsLeast (levels N t U) E) : E < -Real.sqrt (4 * t ^ 2 + U ^ 2) := by
  obtain ⟨x, hx0, hx1, hq, hl⟩ := supercell_ground_level N ht hU
  obtain ⟨hk, -⟩ := image_enhancement hU hx0 hx1 hq
  have hxy : x * x⁻¹ = 1 := mul_inv_cancel₀ hx0.ne'
  -- the ring energy is that of an infinite chain with the stronger core hole
  have hw : (t * (x + x⁻¹)) ^ 2 = 4 * t ^ 2 + (t * (x⁻¹ - x)) ^ 2 := by
    linear_combination 4 * t ^ 2 * hxy
  rw [hE.unique hl]
  refine neg_lt_neg ((Real.sqrt_lt' (by positivity)).2 ?_)
  rw [hw]
  nlinarith

/-- For `t, U > 0` the lowest level of the ring lies below `-√(4t² + U²)` by at most
`2 U q ^ N / (1 - q ^ N)`, with `q` the decay factor of the infinite-chain exciton. -/
theorem supercell_error_bound {N : ℕ} [NeZero N] {t U E : ℝ} (ht : 0 < t) (hU : 0 < U)
    (hE : IsLeast (levels N t U) E) :
    -Real.sqrt (4 * t ^ 2 + U ^ 2) - E ≤ 2 * U * decay t U ^ N / (1 - decay t U ^ N) := by
  have hlow := supercell_level_too_low ht hU hE
  obtain ⟨x, hx0, hx1, hq, hl⟩ := supercell_ground_level N ht hU
  obtain ⟨hk, hk2⟩ := image_enhancement hU hx0 hx1 hq
  obtain ⟨h0, h1, h2, h3⟩ := decay_spec ht hU
  have hs : Real.sqrt (4 * t ^ 2 + U ^ 2) ^ 2 = 4 * t ^ 2 + U ^ 2 :=
    Real.sq_sqrt (by positivity)
  have hxy : x * x⁻¹ = 1 := mul_inv_cancel₀ hx0.ne'
  have hEx := hE.unique hl
  generalize Real.sqrt (4 * t ^ 2 + U ^ 2) = s at hlow h2 h3 hs ⊢
  generalize decay t U = q at h0 h1 h2 h3 ⊢
  generalize x⁻¹ = y at hk hk2 hxy hEx
  have hsU : U < s := by nlinarith [mul_pos ht h0]
  -- the ring state decays at least as fast as the isolated exciton
  have hxq : x ≤ q := by
    have a1 : U * x < t * (1 - x ^ 2) := by
      have a2 := mul_lt_mul_of_pos_right hk hx0
      have a3 : t * (y - x) * x = t * (1 - x ^ 2) := by linear_combination t * hxy
      linarith
    have a4 : t * (1 - q ^ 2) = U * q := by linear_combination h3 - q * h2
    by_contra h
    have h' := not_le.1 h
    nlinarith [mul_pos hU (sub_pos.2 h'), mul_pos ht (mul_pos (sub_pos.2 h') (add_pos hx0 h0))]
  have hXQ : x ^ N ≤ q ^ N := pow_le_pow_left₀ hx0.le hxq N
  have hQ : q ^ N < 1 := pow_lt_one₀ h0.le h1 (NeZero.ne N)
  -- the energy error is at most the excess core-hole strength
  have hd : -s - E ≤ t * (y - x) - U := by
    have hw : E ^ 2 = 4 * t ^ 2 + (t * (y - x)) ^ 2 := by
      rw [hEx]
      linear_combination 4 * t ^ 2 * hxy
    have hsum : t * (y - x) + U ≤ -E + s := by
      rw [hEx]
      nlinarith [mul_pos ht hx0]
    have hprod := mul_le_mul_of_nonneg_left hsum (sub_pos.2 hk).le
    refine le_of_mul_le_mul_right ?_ (show 0 < -E + s by linarith)
    linarith [show (-s - E) * (-E + s) = (t * (y - x) - U) * (t * (y - x) + U) by
      linear_combination hw - hs]
  rw [le_div_iff₀ (sub_pos.2 hQ)]
  calc (-s - E) * (1 - q ^ N) ≤ (t * (y - x) - U) * (1 - q ^ N) :=
        mul_le_mul_of_nonneg_right hd (sub_pos.2 hQ).le
    _ ≤ (t * (y - x) - U) * (1 - x ^ N) :=
        mul_le_mul_of_nonneg_left (by linarith) (sub_pos.2 hk).le
    _ = 2 * U * x ^ N := hk2
    _ ≤ 2 * U * q ^ N := mul_le_mul_of_nonneg_left hXQ (by positivity)

end

end CoreExcitonSupercell
```

```lean
#print axioms CoreExcitonSupercell.supercell_ground_level
#print axioms CoreExcitonSupercell.infinite_chain_exciton
#print axioms CoreExcitonSupercell.supercell_error_bound
```

```
'CoreExcitonSupercell.supercell_ground_level' depends on axioms: [propext, Classical.choice, Quot.sound]
'CoreExcitonSupercell.infinite_chain_exciton' depends on axioms: [propext, Classical.choice, Quot.sound]
'CoreExcitonSupercell.supercell_error_bound' depends on axioms: [propext, Classical.choice, Quot.sound]
```
